# For a finite group, averaging a model over k independent, uniformly random group elements gives a mean squared sampling error of variance over k

"Drawing $k$ independent uniform elements of a finite group $G$" is taken here to mean choosing one ordered $k$-tuple from $G^k$, with all $|G|^k$ tuples equally likely. Each tuple then has probability $|G|^{-k}$, the product of the probabilities of its entries, so the draws are independent. Repetitions are allowed. An expectation becomes a finite arithmetic mean over tuples, and no measure theory is needed.

The setting is a model $f$ that assigns a vector to each atomic configuration $x$, for example the list of forces on all atoms. If $f$ does not respect rotations, one can rotate the configuration by $g$, evaluate the model and rotate the output back. This gives the prediction $g^{-1}f(gx)$, whose mean over the whole group is called $h(x)$. If the mean is instead taken over $k\ge 1$ independent uniform draws from $G$, its expected squared distance from $h(x)$ is

$$\frac1k\,\frac1{|G|}\sum_{g\in G}\bigl\|g^{-1}f(gx)-h(x)\bigr\|^2 .$$

For an interatomic potential symmetrised in this way over a finite group, this is the mean squared sampling error at one fixed configuration. Its square root, the root-mean-square error, is proportional to $1/\sqrt k$. The continuous group of all rotations is not treated.

```lean
import Mathlib

open Finset

namespace RandomRotationAveraging

noncomputable section
```

## Means over group elements and over tuples

For a finite nonempty index set $I$ and vectors or numbers $u_i$, write

$$\langle u_i\rangle_i=\frac1{|I|}\sum_{i\in I}u_i .$$

The same definition serves three purposes: the mean over the group, the average over the $k$ drawn elements, and the expectation over all tuples. In Lean the index type is `G`, `Fin k` and `Fin k → G` respectively. The entries of a tuple $s$ are therefore numbered $s_0,\dots,s_{k-1}$.

```lean
/-- The arithmetic mean of finitely many vectors or numbers, indexed by a nonempty finite type. -/
def mean {ι V : Type*} [Fintype ι] [AddCommGroup V] [Module ℝ V] (u : ι → V) : V :=
  (Fintype.card ι : ℝ)⁻¹ • ∑ i, u i
```

The mean is linear. For sums,

$$\langle u_i+w_i\rangle_i=\langle u_i\rangle_i+\langle w_i\rangle_i ,$$

which follows by splitting the finite sum and distributing the prefactor.

```lean
section Means

variable {ι V : Type*} [Fintype ι] [AddCommGroup V] [Module ℝ V]

/-- The mean of a sum is the sum of the means. -/
theorem mean_add (u w : ι → V) : mean (fun i => u i + w i) = mean u + mean w := by
  unfold mean
  rw [Finset.sum_add_distrib, smul_add]
```

For a constant real factor $a$, likewise, $\langle a\,u_i\rangle_i=a\,\langle u_i\rangle_i$.

```lean
/-- A constant factor can be taken out of a mean. -/
theorem mean_smul (a : ℝ) (u : ι → V) : mean (fun i => a • u i) = a • mean u := by
  unfold mean
  rw [← Finset.smul_sum, smul_comm]
```

A constant vector $c$ is its own mean, because $|I|^{-1}\,|I|\,c=c$. This step uses that $I$ is nonempty.

```lean
/-- The mean of a constant over a nonempty index set is that constant. -/
theorem mean_const [Nonempty ι] (c : V) : mean (fun _ : ι => c) = c := by
  have h : (Fintype.card ι : ℝ) ≠ 0 := Nat.cast_ne_zero.mpr Fintype.card_ne_zero
  unfold mean
  rw [Finset.sum_const, Finset.card_univ, ← Nat.cast_smul_eq_nsmul ℝ, smul_smul,
    inv_mul_cancel₀ h, one_smul]
```

Independence enters through the next identity. A tuple of length $k+1$ consists of a first entry $g$ and a remaining tuple $s$ of length $k$. For any function $F$ of the tuple,

$$\frac1{|I|^{k+1}}\sum_{t\in I^{k+1}}F(t)=\frac1{|I|}\sum_{g\in I}\frac1{|I|^{k}}\sum_{s\in I^{k}}F(g,s).$$

One may therefore average over the later draws with the first one held fixed, and then average over the first. In the code, `Fin.cons g s` is the tuple $(g,s)$. The local statement `h` regroups the sum, and the final simplification matches the prefactors.

```lean
/-- Independence of the draws: the mean over all `(k+1)`-tuples is the mean over the first
entry of the mean over the remaining `k` entries. -/
theorem mean_cons {k : ℕ} (F : (Fin (k + 1) → ι) → V) :
    mean F = mean fun g => mean fun s : Fin k → ι => F (Fin.cons g s : Fin (k + 1) → ι) := by
  have h : ∑ s, F s = ∑ g, ∑ s : Fin k → ι, F (Fin.cons g s : Fin (k + 1) → ι) := by
    rw [← (Fin.consEquiv (fun _ : Fin (k + 1) => ι)).sum_comp F, Fintype.sum_prod_type]
    rfl
  unfold mean
  rw [h]
  simp only [Fintype.card_fun, Fintype.card_fin, Nat.cast_pow, Nat.cast_mul, Finset.smul_sum,
    smul_smul, pow_succ', mul_inv]

end Means
```

## A random walk with centred steps

Let $E$ be a real inner product space with inner product $v\cdot w$; the space $\mathbb R^m$ is the usual case. Give each group element $g$ a step $d_g\in E$, with $\langle d_g\rangle_g=0$. A walk that starts at $v$ and takes $k$ independent steps satisfies

$$\Bigl\langle\bigl\|v+\sum_{i=0}^{k-1}d_{s_i}\bigr\|^2\Bigr\rangle_s=\|v\|^2+k\,\langle\|d_g\|^2\rangle_g .$$

The proof is by induction on $k$. For $k=0$ there are no steps and both sides are $\|v\|^2$. For $k+1$ steps, fix the first step $d_g$. What remains is a walk of $k$ steps from $v+d_g$, so the mean squared norm of its end point is

$$\|v+d_g\|^2+k\langle\|d_{g'}\|^2\rangle_{g'}
=\|v\|^2+2\,v\cdot d_g+\|d_g\|^2+k\langle\|d_{g'}\|^2\rangle_{g'} .$$

Now average over $g$. The cross term gives $2\,v\cdot\langle d_g\rangle_g=0$, and the two terms in $\|d\|^2$ combine to $(k+1)\langle\|d_g\|^2\rangle_g$.

The induction hypothesis is needed at the shifted starting point $v+d_g$, which is why the Lean induction is made `generalizing v`. Within it, `hin` is the vanishing of the cross term and `hstep` is the displayed formula for a fixed first step. The rewrite with `mean_cons` separates the first draw from the others.

```lean
variable {G X E : Type*} [Group G] [Fintype G] [MulAction G X]
  [NormedAddCommGroup E] [InnerProductSpace ℝ E]

/-- Start at `v` and add `k` independent steps, each equal to `d g` for a uniformly drawn `g`. If
the steps have zero mean, the mean squared norm of the end point is `‖v‖²` plus `k` times the mean
squared norm of a step. -/
theorem mean_norm_sq_walk (d : G → E) (hd : mean d = 0) (k : ℕ) (v : E) :
    mean (fun s : Fin k → G => ‖v + ∑ i, d (s i)‖ ^ 2)
      = ‖v‖ ^ 2 + k * mean (fun g => ‖d g‖ ^ 2) := by
  induction k generalizing v with
  | zero => simp [mean_const]
  | succ k ih =>
    -- the cross term vanishes on average because the steps are centred
    have hin : mean (fun g => 2 * inner ℝ v (d g)) = 0 := by
      have h : inner ℝ v (mean d) = 0 := by rw [hd, inner_zero_right]
      unfold mean at h ⊢
      rw [inner_smul_right, inner_sum] at h
      rw [← Finset.mul_sum, smul_eq_mul]
      linear_combination 2 * h
    -- take the first step, then use the result for the remaining walk
    have hstep : ∀ g, mean (fun s : Fin k → G =>
        ‖v + ∑ i, d ((Fin.cons g s : Fin (k + 1) → G) i)‖ ^ 2)
        = ‖v‖ ^ 2 + 2 * inner ℝ v (d g) + ‖d g‖ ^ 2 + k * mean (fun g => ‖d g‖ ^ 2) := by
      intro g
      have h := ih (v + d g)
      rw [norm_add_sq_real v (d g)] at h
      simpa only [Fin.sum_univ_succ, Fin.cons_zero, Fin.cons_succ, add_assoc] using h
    rw [mean_cons]
    simp only [hstep, mean_add, mean_const]
    rw [hin]
    push_cast
    ring
```

## The model and its averages

The configurations form a set $X$ on which $G$ acts; `g • x` is the transformed configuration $gx$. The action on outputs is a representation $\rho$ of $G$ by linear maps of $E$, written `ρ : G →* Module.End ℝ E`. For forces, $\rho(g)$ rotates every force vector; for a scalar energy it would be the identity. The model `f : X → E` is an arbitrary function, with no smoothness or symmetry assumed.

The single prediction is

$$p_g=\rho(g^{-1})\,f(gx).$$

Nothing requires $\rho(g)$ to preserve lengths. Physical rotations do so, but the error formula uses only the $|G|$ vectors $p_g$ and the norm on $E$.

```lean
variable (ρ : G →* Module.End ℝ E) (f : X → E) (x : X)

/-- The prediction `g⁻¹ f(g x)`: transform the configuration, evaluate the model, transform
the output back. -/
def pullBack (g : G) : E := ρ g⁻¹ (f (g • x))
```

The full group average is $h(x)=\langle p_g\rangle_g$, abbreviated to $h$ below since $x$ stays fixed.

```lean
/-- The full group average `h(x)` of the predictions `g⁻¹ f(g x)`. -/
def groupAverage : E := mean (pullBack ρ f x)
```

For a drawn tuple $s$, the sampled average is

$$A_s=\frac1k\sum_{i=0}^{k-1}p_{s_i}.$$

```lean
/-- The average of `g⁻¹ f(g x)` over `k ≥ 1` drawn group elements `s 0, …, s (k-1)`. -/
def sampledAverage {k : ℕ} (s : Fin k → G) : E := mean fun i => pullBack ρ f x (s i)
```

The rotation variance is the mean squared distance of one prediction from the group average,

$$\sigma^2=\langle\|p_g-h\|^2\rangle_g .$$

It is a mean over the whole group, with divisor $|G|$, and not an estimate made from the drawn elements.

```lean
/-- The mean squared distance of a single prediction `g⁻¹ f(g x)` from `h(x)`. -/
def rotationVariance : ℝ := mean fun g => ‖pullBack ρ f x g - groupAverage ρ f x‖ ^ 2
```

## The sampled average has the right expectation

A sum of $n$ independent predictions has expectation $nh$. This is clear for $n=0$. If it holds for $n$, then with one further draw the first prediction contributes $h$ on average and the others contribute $nh$, a total of $(n+1)h$. Taking $n=k\ge1$ and dividing by $k$ gives

$$\langle A_s\rangle_s=h .$$

The induction is the local statement `hsum`; the closing rewrite takes the factor $1/k$ out of the mean and cancels it against $k$. The hypothesis `0 < k` says that at least one element is drawn.

```lean
/-- For `k ≥ 1` independent uniform draws, the expected sampled average is the full group
average. -/
theorem sampledAverage_unbiased {k : ℕ} (hk : 0 < k) :
    mean (fun s : Fin k → G => sampledAverage ρ f x s) = groupAverage ρ f x := by
  have hk' : (k : ℝ) ≠ 0 := Nat.cast_ne_zero.mpr hk.ne'
  have hsum : ∀ n : ℕ, mean (fun s : Fin n → G => ∑ i, pullBack ρ f x (s i))
      = (n : ℝ) • mean (pullBack ρ f x) := by
    intro n
    induction n with
    | zero => simp [mean]
    | succ n ih =>
      rw [mean_cons]
      simp only [Fin.sum_univ_succ, Fin.cons_zero, Fin.cons_succ, mean_add, mean_const, ih]
      push_cast
      module
  have h : (fun s : Fin k → G => sampledAverage ρ f x s)
      = fun s => (k : ℝ)⁻¹ • ∑ i, pullBack ρ f x (s i) := by
    funext s
    simp only [sampledAverage, mean, Fintype.card_fin]
  rw [h, mean_smul, hsum k, smul_smul, inv_mul_cancel₀ hk', one_smul]
  rfl
```

## Error against a reference value

Let $y\in E$ be any fixed vector, for instance the forces from a reference electronic-structure calculation at the same configuration. The deviation of the sampled average from $y$ is a rescaled random walk:

$$A_s-y=\frac1k\Bigl[k(h-y)+\sum_{i=0}^{k-1}(p_{s_i}-h)\Bigr].$$

To check this, note that the sum contributes $-kh$, which cancels the $kh$ in front and leaves $\sum_i p_{s_i}-ky$ in the bracket. The walk starts at $v=k(h-y)$ and has steps $d_g=p_g-h$. These are centred, because $\langle p_g\rangle_g-h=0$. The walk formula then gives

$$\langle\|A_s-y\|^2\rangle_s
=\frac1{k^2}\bigl[k^2\|h-y\|^2+k\,\sigma^2\bigr]
=\|h-y\|^2+\frac{\sigma^2}{k}.$$

The first term is the squared error of the fully averaged model, and more draws do not change it. Only the second term comes from sampling.

In the code, `hc` states that the steps are centred, `hid` is the rescaling identity and `hsq` is its squared norm. The random-walk theorem is applied as `hwalk`, and `field_simp` cancels the powers of $k$.

```lean
/-- For `k ≥ 1` independent uniform draws, the expected squared error against any reference
vector `y` is the squared error of the full group average plus the rotation variance over `k`. -/
theorem expected_error_against_reference {k : ℕ} (hk : 0 < k) (y : E) :
    mean (fun s : Fin k → G => ‖sampledAverage ρ f x s - y‖ ^ 2)
      = ‖groupAverage ρ f x - y‖ ^ 2 + rotationVariance ρ f x / k := by
  have hk' : (k : ℝ) ≠ 0 := Nat.cast_ne_zero.mpr hk.ne'
  have hc : mean (fun g => pullBack ρ f x g - groupAverage ρ f x) = 0 := by
    simp only [sub_eq_add_neg, mean_add, mean_const]
    exact add_neg_cancel (groupAverage ρ f x)
  -- the error is a rescaled random walk with centred steps
  have hid : ∀ s : Fin k → G, sampledAverage ρ f x s - y
      = (k : ℝ)⁻¹ • ((k : ℝ) • (groupAverage ρ f x - y)
        + ∑ i, (pullBack ρ f x (s i) - groupAverage ρ f x)) := by
    intro s
    unfold sampledAverage mean
    rw [Finset.sum_sub_distrib, Finset.sum_const, Finset.card_univ, Fintype.card_fin,
      ← Nat.cast_smul_eq_nsmul ℝ]
    have h : (k : ℝ) • (groupAverage ρ f x - y)
        + (∑ i, pullBack ρ f x (s i) - (k : ℝ) • groupAverage ρ f x)
        = ∑ i, pullBack ρ f x (s i) - (k : ℝ) • y := by module
    rw [h, smul_sub, smul_smul, inv_mul_cancel₀ hk', one_smul]
  have hsq : ∀ s : Fin k → G, ‖sampledAverage ρ f x s - y‖ ^ 2
      = ((k : ℝ)⁻¹ ^ 2) • ‖(k : ℝ) • (groupAverage ρ f x - y)
        + ∑ i, (pullBack ρ f x (s i) - groupAverage ρ f x)‖ ^ 2 := by
    intro s
    rw [hid s, norm_smul, mul_pow, Real.norm_eq_abs, sq_abs, smul_eq_mul]
  have hwalk := mean_norm_sq_walk _ hc k ((k : ℝ) • (groupAverage ρ f x - y))
  beta_reduce at hwalk
  simp only [hsq]
  rw [mean_smul, hwalk, norm_smul, mul_pow, Real.norm_eq_abs, sq_abs, smul_eq_mul]
  unfold rotationVariance
  field_simp
```

## The variance-over-k law

Setting $y=h$ removes the first term:

$$\bigl\langle\|A_s-h\|^2\bigr\rangle_s=\frac{1}{k}\,\bigl\langle\|p_g-h\|^2\bigr\rangle_g .$$

Read in words, the theorem says the following. Take any finite group acting on configurations and linearly on a real inner product space, any model, any configuration and any $k\ge1$. Then the squared distance between the sampled and the full group average, averaged over all $k$-tuples of group elements, equals the mean squared distance of a single prediction from the full average, divided by $k$.

This is an equality for every such $k$, not a large-$k$ estimate. It concerns the mean over draws, so one particular draw may have a larger or smaller error. It also depends on drawing with replacement: if the elements had to be distinct, $k=|G|$ draws would reproduce $h$ with no error at all.

The Lean statement writes the variance out in full, so it can be read without looking up `rotationVariance`. Its proof is the substitution $y=h$ in the previous theorem.

```lean
/-- Random rotation averaging: for `k ≥ 1` independent uniform group elements, the expected
squared distance of the sampled average from `h(x)` is the rotation variance divided by `k`. -/
theorem random_rotation_averaging {k : ℕ} (hk : 0 < k) :
    mean (fun s : Fin k → G => ‖sampledAverage ρ f x s - groupAverage ρ f x‖ ^ 2)
      = (mean fun g => ‖pullBack ρ f x g - groupAverage ρ f x‖ ^ 2) / k := by
  rw [expected_error_against_reference ρ f x hk, sub_self, norm_zero]
  unfold rotationVariance
  ring
```

## When there is no sampling error

The variance at $x$ is zero exactly when the model transforms correctly from that configuration:

$$\sigma^2=0\quad\Longleftrightarrow\quad f(gx)=\rho(g)f(x)\ \text{ for every } g\in G .$$

Suppose first that $\sigma^2=0$. A sum of nonnegative terms vanishes only if each term does, so $p_g=h$ for every $g$. The identity element gives $p_1=f(x)$, hence $h=f(x)$ and $\rho(g^{-1})f(gx)=f(x)$. Applying $\rho(g)$ to both sides yields $f(gx)=\rho(g)f(x)$.

Conversely, if the model obeys this rule, then

$$p_g=\rho(g^{-1})\rho(g)f(x)=f(x)$$

for every $g$. The group average is then also $f(x)$, and every deviation is zero.

The two branches after `constructor` are these two directions. In the first, `hall` states that all predictions equal the group average, and `hone`, proved before the split, supplies the prediction at the identity. In the second, `hall` states that all predictions equal $f(x)$, and `hav` gives the same value for their mean.

The condition refers to one configuration $x$ and its images under $G$. A zero variance there leaves open how the model behaves at configurations that no group element connects to $x$. Nor does it make the prediction accurate, since a model can transform correctly and still be far from the reference value.

```lean
/-- The rotation variance at `x` vanishes exactly when the model obeys `f(g x) = g f(x)` for
every group element `g`. -/
theorem rotationVariance_eq_zero_iff :
    rotationVariance ρ f x = 0 ↔ ∀ g : G, f (g • x) = ρ g (f x) := by
  have hone : pullBack ρ f x 1 = f x := by simp [pullBack]
  constructor
  · intro h g
    have hcard : (Fintype.card G : ℝ)⁻¹ ≠ 0 :=
      inv_ne_zero (Nat.cast_ne_zero.mpr Fintype.card_ne_zero)
    unfold rotationVariance mean at h
    rw [smul_eq_mul] at h
    have hs := (mul_eq_zero.mp h).resolve_left hcard
    rw [Finset.sum_eq_zero_iff_of_nonneg (fun _ _ => by positivity)] at hs
    -- every single prediction equals the group average
    have hall : ∀ a : G, pullBack ρ f x a = groupAverage ρ f x := fun a =>
      sub_eq_zero.mp (norm_eq_zero.mp (pow_eq_zero_iff two_ne_zero |>.mp (hs a (mem_univ a))))
    have hg : ρ g⁻¹ (f (g • x)) = f x := (hall g).trans ((hall 1).symm.trans hone)
    rw [← hg, ← Module.End.mul_apply, ← map_mul, mul_inv_cancel, map_one,
      Module.End.one_apply]
  · intro h
    have hall : ∀ g : G, pullBack ρ f x g = f x := by
      intro g
      unfold pullBack
      rw [h g, ← Module.End.mul_apply, ← map_mul, inv_mul_cancel, map_one,
        Module.End.one_apply]
    have hav : groupAverage ρ f x = f x := by
      unfold groupAverage
      rw [funext hall, mean_const]
    unfold rotationVariance
    simp only [hall, hav, sub_self, norm_zero]
    rw [mean_const]
    norm_num

end

end RandomRotationAveraging
```

```lean
#print axioms RandomRotationAveraging.sampledAverage_unbiased
-- 'RandomRotationAveraging.sampledAverage_unbiased' depends on axioms: [propext, Classical.choice, Quot.sound]
#print axioms RandomRotationAveraging.random_rotation_averaging
-- 'RandomRotationAveraging.random_rotation_averaging' depends on axioms: [propext, Classical.choice, Quot.sound]
#print axioms RandomRotationAveraging.rotationVariance_eq_zero_iff
-- 'RandomRotationAveraging.rotationVariance_eq_zero_iff' depends on axioms: [propext, Classical.choice, Quot.sound]
```
